# The product-state gap of two Heisenberg-coupled spins $s$ is $2s/(2s+1)$ of the full gap

Take two equal spins with an antiferromagnetic Heisenberg coupling. Suppose the mean energies of their fully parallel and antiparallel product states are known, and the difference is equated with the gap between the highest-spin state and the singlet. The coupling constant extracted this way is too small; for two spins ½ it is half the correct value. The error comes from taking the antiparallel, "broken-symmetry" state for the singlet. The same distinction arises when broken-symmetry electronic-structure energies are mapped onto a spin Hamiltonian; how closely such energies follow the product-state model is not treated here.

## The two gaps by hand

Let $H=J\,\mathbf S_1\cdot\mathbf S_2$ for two spins of equal length $s\ge 1/2$. The constant $J>0$ is a postulated coupling energy that favours antiparallel spins, as antiferromagnetic exchange does.

**Product states.** In $|m,m'\rangle$ the ladder terms of
$$\mathbf S_1\cdot\mathbf S_2=\tfrac12(S_{1+}S_{2-}+S_{1-}S_{2+})+S_{1z}S_{2z}$$
have zero mean, so the mean energy is $Jmm'$. The parallel state $|s,s\rangle$ has $Js^2$, the antiparallel state $|s,-s\rangle$ has $-Js^2$, and the gap is $2Js^2$.

**Eigenvalues.** Put $D_s=2(s^2-\mathbf S_1\cdot\mathbf S_2)$. Define maps from spin $s$ to spin $s-\frac12$ by
$$a|m\rangle=\sqrt{s+m}\,|m-\tfrac12\rangle,\qquad b|m\rangle=\sqrt{s-m}\,|m+\tfrac12\rangle.$$
Then $a^\dagger a=s+S_z$, $b^\dagger b=s-S_z$ and $a^\dagger b=S_+$. With $A=a_1b_2-b_1a_2$,
$$A^\dagger A=(s+S_{1z})(s-S_{2z})+(s-S_{1z})(s+S_{2z})-S_{1+}S_{2-}-S_{1-}S_{2+}=D_s.$$
In the opposite order the products act on spin $s'=s-\frac12$, where $aa^\dagger=s'+S_z+1$, $bb^\dagger=s'-S_z+1$ and $ba^\dagger=S_+$. Hence
$$AA^\dagger=2(s'+1)^2-2\,\mathbf S_1\cdot\mathbf S_2=D_{s'}+4s.$$

Let $D_sv=xv$ with $v\ne0$. If $Av=0$, then $x=0$. Otherwise $Av$ is an eigenvector of $D_{s'}$ with eigenvalue $x-4s$. Since $D_0=0$, induction gives
$$0\le x\le 2s(2s-1)+4s=2s(2s+1).$$
If $w$ belongs to the top eigenvalue of $D_{s'}$, then $AA^\dagger w=2s(2s+1)w$, so $A^\dagger w$ is nonzero and attains the upper bound for $D_s$. The state $|s,s\rangle$ attains $x=0$.

Because $E=J(s^2-x/2)$, the extreme levels are $Js^2$ and $-Js(s+1)$. Their difference is $Js(2s+1)$, and
$$\frac{2Js^2}{Js(2s+1)}=\frac{2s}{2s+1}<1.$$
The identity $\mathbf S_{\rm tot}^2=2s(s+1)+2\,\mathbf S_1\cdot\mathbf S_2$ identifies the lowest level as the singlet and the highest as total spin $2s$; the Lean statements speak only of extreme eigenvalues.

**Numbers.** For $s=5/2$ and $J=10$ in some energy unit, the product states differ by $125$ and the extreme levels by $150$. Dividing $125$ by $s(2s+1)=15$ would give $J\approx8.33$.

**Smallest case.** For $s=1/2$ the antiparallel states have mean energy $-J/4$ and are coupled by $J/2$. Their antisymmetric combination lies at $-3J/4$, while the parallel state lies at $J/4$. The gaps are $J/2$ and $J$.

## Spins, levels and product states as matrices

The natural number `n` is $2s$, and index `i` means $m=i-s$. The ladder matrix therefore has the entries $\sqrt{(s+m+1)(s-m)}$.

```lean
import Mathlib

open Matrix
open scoped Kronecker

namespace BrokenSymmetryGap

noncomputable section

/-- The square root of a natural number, as a complex number. -/
def root (m : ℕ) : ℂ := ((Real.sqrt (m : ℝ) : ℝ) : ℂ)

/-- The raising operator `S₊` of a spin `s = n/2`; the index `i` stands for `m = i - s`. -/
def raising (n : ℕ) : Matrix (Fin (n + 1)) (Fin (n + 1)) ℂ :=
  Matrix.of fun i j => if (i : ℕ) = (j : ℕ) + 1 then root i * root (n - j) else 0

/-- The spin component `Sz`, diagonal with entries `m = i - n/2`. -/
def spinZ (n : ℕ) : Matrix (Fin (n + 1)) (Fin (n + 1)) ℂ :=
  Matrix.diagonal fun i => ((i : ℕ) : ℂ) - (n : ℂ) / 2
```

The two-spin space is indexed by pairs, and operators on different spins combine by the Kronecker product `⊗ₖ`. The Hamiltonian has no Zeeman term, anisotropy or further spins, and its sign convention is $+J$.

```lean
/-- `S₁·S₂ = (S₁₊S₂₋ + S₁₋S₂₊)/2 + S₁z S₂z`; `S₋` is the transpose of the real matrix `S₊`. -/
def exchange (n : ℕ) : Matrix (Fin (n + 1) × Fin (n + 1)) (Fin (n + 1) × Fin (n + 1)) ℂ :=
  (1 / 2 : ℂ) • (raising n ⊗ₖ (raising n)ᵀ + (raising n)ᵀ ⊗ₖ raising n) + spinZ n ⊗ₖ spinZ n

/-- The spin Hamiltonian `H = J S₁·S₂`. -/
def heisenberg (n : ℕ) (J : ℝ) := (J : ℂ) • exchange n
```

A level is a real number with a nonzero eigenvector. The matrix is real symmetric, so restricting to real eigenvalues loses none.

```lean
/-- The energy levels: the real eigenvalues of `H`. -/
def levels (n : ℕ) (J : ℝ) : Set ℝ :=
  {E | ∃ v, v ≠ 0 ∧ heisenberg n J *ᵥ v = (E : ℂ) • v}

/-- The mean energy `⟨v|H|v⟩` of a normalised state `v`. -/
def meanEnergy (n : ℕ) (J : ℝ) (v : Fin (n + 1) × Fin (n + 1) → ℂ) : ℝ :=
  (star v ⬝ᵥ (heisenberg n J *ᵥ v)).re
```

The product states are normalised basis vectors.

```lean
/-- The product state with the first spin in level `i` and the second in level `j`. -/
def productState (n : ℕ) (i j : Fin (n + 1)) : Fin (n + 1) × Fin (n + 1) → ℂ :=
  Pi.single (i, j) 1
```

## The maps that lower both spins by one half

`deficit n` is $D_s$ for $s=n/2$. In the next three definitions `n` belongs to the smaller spin: `bosonUp n`, `bosonDown n` and `pair n` are $a$, $b$ and $A$ with $s=(n+1)/2$ and $s'=n/2$.

```lean
/-- The operator `2(s² - S₁·S₂)` for `s = n/2`. -/
def deficit (n : ℕ) := ((n : ℂ) ^ 2 / 2) • 1 - (2 : ℂ) • exchange n

/-- The Schwinger boson `a`, from spin `(n+1)/2` to spin `n/2`. -/
def bosonUp (n : ℕ) : Matrix (Fin (n + 1)) (Fin (n + 1 + 1)) ℂ :=
  Matrix.of fun k i => if k.succ = i then root i else 0

/-- The Schwinger boson `b`, from spin `(n+1)/2` to spin `n/2`. -/
def bosonDown (n : ℕ) : Matrix (Fin (n + 1)) (Fin (n + 1 + 1)) ℂ :=
  Matrix.of fun k i => if k.castSucc = i then root (n + 1 - i) else 0

/-- The operator `A = a₁b₂ - b₁a₂`, which lowers both spins by one half. -/
def pair (n : ℕ) := bosonUp n ⊗ₖ bosonDown n - bosonDown n ⊗ₖ bosonUp n
```

The next lemmas express the quantum numbers $s\pm m$ through $S_z$ and verify the six products of $a$ and $b$. Each matrix product has at most one nonzero term per entry, which `Finset.sum_eq_single` isolates.

```lean
/-- The root squares to the number. -/
theorem root_mul_self (m : ℕ) : root m * root m = m := by
  rw [root, ← Complex.ofReal_mul, Real.mul_self_sqrt (Nat.cast_nonneg m)]; simp

/-- The numbers of up and down quanta of a spin `s = n/2` are `s + Sz` and `s - Sz`. -/
theorem quanta (n : ℕ) :
    Matrix.diagonal (fun i : Fin (n + 1) => ((i : ℕ) : ℂ)) = ((n : ℂ) / 2) • 1 + spinZ n ∧
    Matrix.diagonal (fun i : Fin (n + 1) => ((n - i : ℕ) : ℂ)) =
      ((n : ℂ) / 2) • 1 - spinZ n := by
  constructor <;> ext i j <;> rcases eq_or_ne i j with rfl | h
  · simp [spinZ]
  · simp [spinZ, h]
  · simp only [spinZ, Matrix.sub_apply, Matrix.smul_apply, Matrix.one_apply_eq,
      Matrix.diagonal_apply_eq, smul_eq_mul]
    rw [Nat.cast_sub (Nat.lt_succ_iff.1 i.isLt)]
    ring
  · simp [spinZ, h]

/-- Schwinger's representation: `a†a` and `b†b` count quanta and `a†b = S₊` for spin `(n+1)/2`;
`aa†` and `bb†` exceed the counts by one and `ba† = S₊` for spin `n/2`. -/
theorem schwinger (n : ℕ) :
    (bosonUp n)ᵀ * bosonUp n =
      Matrix.diagonal (fun i : Fin (n + 1 + 1) => ((i : ℕ) : ℂ)) ∧
    (bosonDown n)ᵀ * bosonDown n =
      Matrix.diagonal (fun i : Fin (n + 1 + 1) => ((n + 1 - i : ℕ) : ℂ)) ∧
    (bosonUp n)ᵀ * bosonDown n = raising (n + 1) ∧
    bosonUp n * (bosonUp n)ᵀ =
      Matrix.diagonal (fun i : Fin (n + 1) => ((i : ℕ) : ℂ)) + 1 ∧
    bosonDown n * (bosonDown n)ᵀ =
      Matrix.diagonal (fun i : Fin (n + 1) => ((n - i : ℕ) : ℂ)) + 1 ∧
    bosonDown n * (bosonUp n)ᵀ = raising n := by
  have hu (M : Matrix (Fin (n + 1)) (Fin (n + 1 + 1)) ℂ) (i : Fin (n + 1))
      (j : Fin (n + 1 + 1)) :
      ((bosonUp n)ᵀ * M) i.succ j = root ((i : ℕ) + 1) * M i j := by
    rw [Matrix.mul_apply, Finset.sum_eq_single i
      (fun k _ hk => by simp [bosonUp, hk]) (by simp)]
    simp [bosonUp]
  have hd (M : Matrix (Fin (n + 1 + 1)) (Fin (n + 1)) ℂ) (k l : Fin (n + 1)) :
      (bosonDown n * M) k l = root (n + 1 - k) * M k.castSucc l := by
    rw [Matrix.mul_apply, Finset.sum_eq_single k.castSucc
      (fun i _ hi => by simp [bosonDown, hi.symm]) (by simp)]
    simp [bosonDown]
  have hl (k : Fin (n + 1)) : k.castSucc ≠ Fin.last (n + 1) := (Fin.castSucc_lt_last k).ne
  refine ⟨?_, ?_, ?_, ?_, ?_, ?_⟩ <;> ext i j
  · induction i using Fin.cases with
    | zero => simp [Matrix.mul_apply, bosonUp, Matrix.diagonal_apply]
    | succ i =>
      rw [hu]
      rcases eq_or_ne i.succ j with rfl | h
      · simp [bosonUp, root_mul_self]
      · simp [bosonUp, h]
  · induction i using Fin.lastCases with
    | last => simp [Matrix.mul_apply, bosonDown, Matrix.diagonal_apply, hl]
    | cast i =>
      rw [Matrix.mul_apply, Finset.sum_eq_single i
        (fun k _ hk => by simp [bosonDown, hk]) (by simp)]
      rcases eq_or_ne i.castSucc j with rfl | h
      · simp [bosonDown, root_mul_self]
      · simp [bosonDown, h]
  · induction i using Fin.cases with
    | zero => simp [Matrix.mul_apply, bosonUp, raising]
    | succ i => rw [hu]; simp [bosonDown, raising, Fin.ext_iff]
  · rw [Matrix.mul_apply, Finset.sum_eq_single i.succ
      (fun k _ hk => by simp [bosonUp, hk.symm]) (by simp)]
    rcases eq_or_ne i j with rfl | h
    · simp [bosonUp, root_mul_self]
    · simp [bosonUp, h, h.symm]
  · have e : n + 1 - (i : ℕ) = n - i + 1 := by omega
    rw [hd]
    rcases eq_or_ne i j with rfl | h
    · simp [bosonDown, e, root_mul_self]
    · simp [bosonDown, h, h.symm]
  · rw [hd]
    by_cases h : (i : ℕ) = (j : ℕ) + 1
    · have e : n + 1 - (i : ℕ) = n - j := by omega
      rw [e]
      simp [bosonUp, raising, Fin.ext_iff, h, mul_comm]
    · simp [bosonUp, raising, Fin.ext_iff, h, Ne.symm h]
```

Now $A^\dagger A$ and $AA^\dagger$ follow. The matrices are real, so the transpose serves as the adjoint; `Matrix.mul_kronecker_mul` multiplies spin by spin, and `ring` collects the terms.

```lean
/-- `A†A = 2(s² - S₁·S₂)` for spin `(n+1)/2`, and `AA†` is the same operator for spin `n/2`
plus `2(n+1)`. -/
theorem pair_products (n : ℕ) : (pair n)ᵀ * pair n = deficit (n + 1) ∧
    pair n * (pair n)ᵀ = deficit n + (2 * ((n : ℂ) + 1)) • 1 := by
  obtain ⟨h1, h2, h3, h4, h5, h6⟩ := schwinger n
  have h3' : (bosonDown n)ᵀ * bosonUp n = (raising (n + 1))ᵀ := by
    rw [← h3]; simp [Matrix.transpose_mul]
  have h6' : bosonUp n * (bosonDown n)ᵀ = (raising n)ᵀ := by
    rw [← h6]; simp [Matrix.transpose_mul]
  have hT : (pair n)ᵀ = (bosonUp n)ᵀ ⊗ₖ (bosonDown n)ᵀ - (bosonDown n)ᵀ ⊗ₖ (bosonUp n)ᵀ := by
    ext; rfl
  rw [hT, pair]
  constructor
  · simp only [Matrix.sub_mul, Matrix.mul_sub, ← Matrix.mul_kronecker_mul, h1, h2, h3, h3',
      (quanta (n + 1)).1, (quanta (n + 1)).2, deficit, exchange]
    rw [← Matrix.one_kronecker_one]
    ext ⟨i, j⟩ ⟨k, l⟩
    simp only [Matrix.add_apply, Matrix.kroneckerMap_apply, Matrix.smul_apply,
      Matrix.sub_apply, smul_eq_mul]
    ring
  · simp only [Matrix.sub_mul, Matrix.mul_sub, ← Matrix.mul_kronecker_mul, h4, h5, h6, h6',
      (quanta n).1, (quanta n).2, deficit, exchange]
    rw [← Matrix.one_kronecker_one]
    ext ⟨i, j⟩ ⟨k, l⟩
    simp only [Matrix.add_apply, Matrix.kroneckerMap_apply, Matrix.smul_apply,
      Matrix.sub_apply, smul_eq_mul]
    ring
```

## Induction on the spin

The base case is $D_0=0$.

```lean
/-- For two spins 0 the operator `2(s² - S₁·S₂)` vanishes. -/
theorem deficit_zero : deficit 0 = 0 := by
  ext ⟨i, j⟩ ⟨k, l⟩
  fin_cases i; fin_cases j; fin_cases k; fin_cases l
  simp [deficit, exchange, raising, spinZ]
```

The range of eigenvalues is proved with the same split as above, `by_cases hA : pair n *ᵥ v = 0`. In the second case the induction hypothesis is applied to $Av$.

```lean
/-- Every real eigenvalue of `2(s² - S₁·S₂)` lies between `0` and `2s(2s+1)`, `s = n/2`. -/
theorem deficit_range (n : ℕ) : ∀ (x : ℝ) (v : Fin (n + 1) × Fin (n + 1) → ℂ), v ≠ 0 →
    deficit n *ᵥ v = (x : ℂ) • v → 0 ≤ x ∧ x ≤ (n : ℝ) * ((n : ℝ) + 1) := by
  induction n with
  | zero =>
    intro x v hv h
    rw [deficit_zero, Matrix.zero_mulVec] at h
    have hx : x = 0 := by exact_mod_cast (smul_eq_zero.1 h.symm).resolve_right hv
    simp [hx]
  | succ n ih =>
    intro x v hv h
    obtain ⟨h1, h2⟩ := pair_products n
    have hn : (0 : ℝ) ≤ n := Nat.cast_nonneg n
    rw [← h1, ← Matrix.mulVec_mulVec] at h
    by_cases hA : pair n *ᵥ v = 0
    · rw [hA, Matrix.mulVec_zero] at h
      have hx : x = 0 := by exact_mod_cast (smul_eq_zero.1 h.symm).resolve_right hv
      rw [hx]
      exact ⟨le_rfl, by positivity⟩
    · -- `A v` is an eigenvector for the next smaller spin
      have e : ((x - 2 * ((n : ℝ) + 1) : ℝ) : ℂ) = (x : ℂ) - 2 * ((n : ℂ) + 1) := by norm_num
      obtain ⟨a, b⟩ := ih (x - 2 * ((n : ℝ) + 1)) _ hA (by
        rw [eq_sub_of_add_eq h2.symm, Matrix.sub_mulVec, ← Matrix.mulVec_mulVec, h,
          Matrix.mulVec_smul, Matrix.smul_mulVec, Matrix.one_mulVec, ← sub_smul, e])
      push_cast
      constructor <;> nlinarith
```

The upper end is attained by $A^\dagger w$.

```lean
/-- The value `2s(2s+1)` is an eigenvalue of `2(s² - S₁·S₂)`, `s = n/2`. -/
theorem deficit_attained (n : ℕ) :
    ∃ v, v ≠ 0 ∧ deficit n *ᵥ v = ((n : ℂ) * ((n : ℂ) + 1)) • v := by
  induction n with
  | zero => exact ⟨fun _ => 1, fun h => by simpa using congrFun h (0, 0), by simp [deficit_zero]⟩
  | succ n ih =>
    obtain ⟨w, hw, h⟩ := ih
    obtain ⟨h1, h2⟩ := pair_products n
    have hA : pair n *ᵥ ((pair n)ᵀ *ᵥ w) =
        (((n + 1 : ℕ) : ℂ) * (((n + 1 : ℕ) : ℂ) + 1)) • w := by
      rw [Matrix.mulVec_mulVec, h2, Matrix.add_mulVec, h, Matrix.smul_mulVec,
        Matrix.one_mulVec, ← add_smul]
      congr 1
      push_cast
      ring
    refine ⟨(pair n)ᵀ *ᵥ w, fun h0 => ?_, ?_⟩
    · rw [h0, Matrix.mulVec_zero] at hA
      exact (smul_ne_zero (mul_ne_zero (Nat.cast_ne_zero.2 n.succ_ne_zero)
        (Nat.cast_add_one_ne_zero _)) hw) hA.symm
    · rw [← h1, ← Matrix.mulVec_mulVec, hA, Matrix.mulVec_smul]
```

## From eigenvalues to the gap ratio

The mean energy of a product state is one diagonal entry of $H$.

```lean
/-- A product state with magnetic quantum numbers `m` and `m'` has mean energy `J m m'`. -/
theorem productState_energy (n : ℕ) (J : ℝ) (i j : Fin (n + 1)) :
    meanEnergy n J (productState n i j) =
      J * (((i : ℕ) : ℝ) - (n : ℝ) / 2) * (((j : ℕ) : ℝ) - (n : ℝ) / 2) := by
  have h : star (productState n i j) ⬝ᵥ (heisenberg n J *ᵥ productState n i j) =
      ((J * (((i : ℕ) : ℝ) - (n : ℝ) / 2) * (((j : ℕ) : ℝ) - (n : ℝ) / 2) : ℝ) : ℂ) := by
    have hs : star (productState n i j) = Pi.single (i, j) 1 := by
      ext p
      by_cases hp : p = (i, j)
      · subst hp; simp [productState]
      · simp [productState, hp]
    rw [hs, single_one_dotProduct, productState, Matrix.mulVec_single_one]
    simp [heisenberg, exchange, raising, spinZ, mul_assoc]
  rw [meanEnergy, h, Complex.ofReal_re]
```

For the extreme levels, the proof writes $E=Jq$, converts $q$ into the eigenvalue $n^2/2-2q$ of `deficit n`, and applies the bounds. The parallel state and the vector from `deficit_attained` show that both ends occur.

```lean
/-- For `J > 0` the highest level of two spins `s = n/2` is `Js²`, the lowest `-Js(s+1)`. -/
theorem extreme_levels (n : ℕ) {J : ℝ} (hJ : 0 < J) :
    IsGreatest (levels n J) (J * ((n : ℝ) / 2) ^ 2) ∧
    IsLeast (levels n J) (-(J * ((n : ℝ) / 2 * ((n : ℝ) / 2 + 1)))) := by
  have bounds : ∀ E ∈ levels n J, -(J * ((n : ℝ) / 2 * ((n : ℝ) / 2 + 1))) ≤ E ∧
      E ≤ J * ((n : ℝ) / 2) ^ 2 := by
    rintro E ⟨v, hv, h⟩
    obtain ⟨q, rfl⟩ : ∃ q, E = J * q := ⟨E / J, by field_simp⟩
    have hJ' : (J : ℂ) ≠ 0 := by exact_mod_cast hJ.ne'
    have hx : exchange n *ᵥ v = (q : ℂ) • v := by
      have e : (J : ℂ) • (exchange n *ᵥ v) = (J : ℂ) • ((q : ℂ) • v) := by
        rw [← Matrix.smul_mulVec, smul_smul, ← Complex.ofReal_mul]
        exact h
      exact smul_right_injective _ hJ' e
    obtain ⟨a, b⟩ := deficit_range n ((n : ℝ) ^ 2 / 2 - 2 * q) v hv (by
      rw [deficit, Matrix.sub_mulVec, Matrix.smul_mulVec, Matrix.smul_mulVec,
        Matrix.one_mulVec, hx, smul_smul, ← sub_smul]
      push_cast
      rfl)
    constructor <;>
      nlinarith [mul_nonneg hJ.le a, mul_nonneg hJ.le (sub_nonneg.2 b)]
  refine ⟨⟨?_, fun E hE => (bounds E hE).2⟩, ⟨?_, fun E hE => (bounds E hE).1⟩⟩
  · -- the parallel product state is an eigenvector
    refine ⟨productState n (Fin.last n) (Fin.last n), by simp [productState], ?_⟩
    have hr (i : Fin (n + 1)) : raising n i (Fin.last n) = 0 := by simp [raising, i.isLt.ne]
    rw [productState, Matrix.mulVec_single_one]
    ext ⟨i, j⟩
    simp only [Matrix.col_apply, heisenberg, exchange, Matrix.smul_apply,
      Matrix.add_apply, Matrix.kroneckerMap_apply, hr, Pi.smul_apply, smul_eq_mul]
    by_cases hi : i = Fin.last n
    · by_cases hj : j = Fin.last n
      · subst hi hj
        simp only [spinZ, Matrix.diagonal_apply_eq, Fin.val_last, Pi.single_eq_same]
        push_cast
        ring
      · simp [spinZ, hj]
    · simp [spinZ, hi]
  · obtain ⟨v, hv, h⟩ := deficit_attained n
    have e : heisenberg n J =
        (J : ℂ) • (((n : ℂ) ^ 2 / 4) • 1 - (1 / 2 : ℂ) • deficit n) := by
      rw [heisenberg, deficit]; module
    refine ⟨v, hv, ?_⟩
    rw [e, Matrix.smul_mulVec, Matrix.sub_mulVec, Matrix.smul_mulVec, Matrix.smul_mulVec,
      Matrix.one_mulVec, h, smul_smul, ← sub_smul, smul_smul]
    congr 1
    push_cast
    ring
```

In the final theorem `Emax` and `Emin` are assumed to be the greatest and least levels; the preceding theorem supplies them, and uniqueness fixes their values. The four conclusions are the product-state gap, the eigenvalue gap, their ratio and the strict inequality. For `n = 0` both gaps vanish and the strict inequality fails, hence the hypothesis `1 ≤ n`.

```lean
/-- For two spins `s = n/2 ≥ 1/2` with `J > 0`, the parallel and antiparallel product states
differ in mean energy by `2Js²`, the extreme levels by `Js(2s+1)`; the first gap is smaller,
by the factor `2s/(2s+1)`. -/
theorem broken_symmetry_gap {n : ℕ} (hn : 1 ≤ n) {J s Emax Emin : ℝ} (hJ : 0 < J)
    (hs : s = (n : ℝ) / 2) (hmax : IsGreatest (levels n J) Emax)
    (hmin : IsLeast (levels n J) Emin) :
    let gap := meanEnergy n J (productState n (Fin.last n) (Fin.last n)) -
      meanEnergy n J (productState n (Fin.last n) 0)
    gap = 2 * J * s ^ 2 ∧ Emax - Emin = J * s * (2 * s + 1) ∧
      gap = 2 * s / (2 * s + 1) * (Emax - Emin) ∧ gap < Emax - Emin := by
  intro gap
  have hpos : 0 < s := by
    have : (1 : ℝ) ≤ n := by exact_mod_cast hn
    rw [hs]; linarith
  have hg : gap = 2 * J * s ^ 2 := by
    simp only [gap, productState_energy, Fin.val_last, Fin.val_zero, hs]
    push_cast
    ring
  have hE : Emax - Emin = J * s * (2 * s + 1) := by
    rw [hmax.unique (extreme_levels n hJ).1, hmin.unique (extreme_levels n hJ).2, hs]
    ring
  have hne : 2 * s + 1 ≠ 0 := by positivity
  refine ⟨hg, hE, ?_, ?_⟩
  · rw [hg, hE, div_mul_eq_mul_div, eq_div_iff hne]
    ring
  · rw [hg, hE]
    nlinarith [mul_pos hJ hpos]

end

end BrokenSymmetryGap
```

```lean
#print axioms BrokenSymmetryGap.broken_symmetry_gap
```

```
'BrokenSymmetryGap.broken_symmetry_gap' depends on axioms: [propext, Classical.choice, Quot.sound]
```
